# Brouwer's curvature as the curl of the emissivity, and zero adiabatic pumping by one real parameter that returns to its start

To compute the charge pumped per cycle by two slowly varied gates, one can replace a line integral around the loop in parameter space by an area integral over its interior. By Stokes' theorem the new integrand is the curl of the old one. For a Hermitian channel matrix P and a twice continuously differentiable scattering matrix S, that curl has a closed form containing only first derivatives of S.

Let x be a point in parameter space, u and v two directions, and ∂ᵥS the entrywise derivative of S along v. The emissivity and its curl are

Aᵥ = Im Tr(P ∂ᵥS S†)

∂ᵤAᵥ − ∂ᵥAᵤ = 2 Im Tr(P ∂ᵥS ∂ᵤS†).

With P the projector on the channels of one lead and S, which maps incoming to outgoing amplitudes, taken at the Fermi energy, Aᵥ/2π is the net number of electrons that enter the scatterer from that lead per unit parameter change, for non-interacting electrons at zero temperature and zero bias under adiabatic driving. The theorems take this emissivity as their starting point: neither the scattering derivation of the current nor the Stokes step for a particular loop is part of them.

In the code, `n` is the finite set of channels and `E` is a real normed space of parameters. For `E` = ℝ² with u = (1,0) and v = (0,1), the left side of the second equation is ∂₁A₂ − ∂₂A₁.

In Lean 4 with Mathlib:

```lean
import Mathlib

open Matrix

namespace BrouwerPumping

noncomputable section

variable {n : Type*} [Fintype n]
variable {E : Type*} [NormedAddCommGroup E] [NormedSpace ℝ E]

/-- The entrywise derivative of the scattering matrix `S` at the parameter point `x`
in the direction `v`. -/
def dirDeriv (S : E → Matrix n n ℂ) (x v : E) : Matrix n n ℂ :=
  Matrix.of fun i j => lineDeriv ℝ (fun y => S y i j) x v

/-- The emissivity `Im Tr(P ∂ᵥS S†)` at the parameter point `x` in the direction `v`. -/
def emissivity (P : Matrix n n ℂ) (S : E → Matrix n n ℂ) (x v : E) : ℝ :=
  (trace (P * dirDeriv S x v * (S x)ᴴ)).im

/-- Brouwer's curvature `2 Im Tr(P ∂ᵥS ∂ᵤS†)` for the pair of directions `u`, `v`. -/
def brouwerCurvature (P : Matrix n n ℂ) (S : E → Matrix n n ℂ) (x u v : E) : ℝ :=
  2 * (trace (P * dirDeriv S x v * (dirDeriv S x u)ᴴ)).im
```

## P is Hermitian: the first-derivative terms add

A projector on a lead is Hermitian, as is any real weighting of channels. For matrices B and C, conjugating the trace and using P† = P and cyclicity gives

Tr(P B C†)* = Tr(C B† P) = Tr(P C B†).

Taking imaginary parts,

Im Tr(P B C†) = −Im Tr(P C B†).

This produces the factor 2 in the curvature. `im_trace_antisymm` follows the same steps.

```lean
/-- For Hermitian `P`, the form `Im Tr(P B C†)` is antisymmetric in `B` and `C`. -/
theorem im_trace_antisymm {P : Matrix n n ℂ} (hP : P.IsHermitian) (B C : Matrix n n ℂ) :
    (trace (P * B * Cᴴ)).im = -(trace (P * C * Bᴴ)).im := by
  have h : star (trace (P * B * Cᴴ)) = trace (P * C * Bᴴ) := by
    rw [← Matrix.trace_conjTranspose]
    simp only [Matrix.conjTranspose_mul, Matrix.conjTranspose_conjTranspose, hP.eq]
    rw [Matrix.trace_mul_comm C (Bᴴ * P), Matrix.mul_assoc Bᴴ P C,
      Matrix.trace_mul_comm Bᴴ (P * C)]
  rw [← h]
  simp
```

Without Hermiticity the formula can fail even for a single channel. Take P = i and S = exp(i(x₁+x₂)). Then A₁ = A₂ = 0, so the curl is 0, but the right side is 2 Im(i) = 2.

## S is twice continuously differentiable: the second derivatives cancel

Physically, this assumes that the scattering amplitudes respond smoothly to the gates. Differentiating Aᵥ along u by the product rule gives

∂ᵤAᵥ = Im Tr(P ∂ᵤ∂ᵥS S†) + Im Tr(P ∂ᵥS ∂ᵤS†).

Exchange u and v and subtract. The mixed derivatives agree, so the first terms cancel:

∂ᵤAᵥ − ∂ᵥAᵤ = Im Tr(P ∂ᵥS ∂ᵤS†) − Im Tr(P ∂ᵤS ∂ᵥS†).

By antisymmetry the right side is 2 Im Tr(P ∂ᵥS ∂ᵤS†).

`hasDerivAt_im_trace` is the product rule, obtained by writing the trace as a finite sum. `hasDerivAt_lineDeriv` identifies the derivative of a directional derivative with the second derivative.

```lean
/-- The product rule for `Im Tr(P M N†)` along a curve of matrices. -/
theorem hasDerivAt_im_trace (P : Matrix n n ℂ) {M N : ℝ → Matrix n n ℂ}
    {M' N' : Matrix n n ℂ} {t : ℝ}
    (hM : ∀ i j, HasDerivAt (fun s => M s i j) (M' i j) t)
    (hN : ∀ i j, HasDerivAt (fun s => N s i j) (N' i j) t) :
    HasDerivAt (fun s => (trace (P * M s * (N s)ᴴ)).im)
      ((trace (P * M' * (N t)ᴴ)).im + (trace (P * M t * N'ᴴ)).im) t := by
  have e : ∀ A B : Matrix n n ℂ, trace (P * A * Bᴴ)
      = ∑ i, ∑ k, (∑ j, P i j * A j k) * star (B i k) := by
    intro A B
    simp only [Matrix.trace, Matrix.diag_apply, Matrix.mul_apply, Matrix.conjTranspose_apply]
  have hc : HasDerivAt (fun s => ∑ i, ∑ k, (∑ j, P i j * M s j k) * star (N s i k))
      (∑ i, ∑ k, ((∑ j, P i j * M' j k) * star (N t i k)
        + (∑ j, P i j * M t j k) * star (N' i k))) t := by
    refine HasDerivAt.fun_sum fun i _ => HasDerivAt.fun_sum fun k _ => ?_
    exact (HasDerivAt.fun_sum fun j _ => (hM j k).const_mul (P i j)).fun_mul (hN i k).star
  have him := Complex.imCLM.hasFDerivAt.comp_hasDerivAt t hc
  simp only [e, ← Complex.add_im, ← Finset.sum_add_distrib]
  exact him

/-- For a `C²` amplitude, the derivative along `u` of its derivative along `v` is the
second derivative evaluated on `u` and `v`. -/
theorem hasDerivAt_lineDeriv {f : E → ℂ} (hf : ContDiff ℝ 2 f) (x u v : E) :
    HasDerivAt (fun s : ℝ => lineDeriv ℝ f (x + s • u) v)
      (fderiv ℝ (fderiv ℝ f) x u v) 0 := by
  have hd : DifferentiableAt ℝ (fderiv ℝ f) x :=
    (hf.fderiv_right (m := 1) one_add_one_eq_two.le).differentiable (by simp) x
  have h : HasDerivAt (fun s : ℝ => fderiv ℝ f (x + s • u))
      (fderiv ℝ (fderiv ℝ f) x u) 0 := hd.hasFDerivAt.hasLineDerivAt u
  have e : (fun s : ℝ => lineDeriv ℝ f (x + s • u) v)
      = fun s : ℝ => fderiv ℝ f (x + s • u) v :=
    funext fun s => (hf.differentiable (by norm_num) _).lineDeriv_eq_fderiv
  rw [e]
  simpa using h.clm_apply (hasDerivAt_const (0 : ℝ) v)
```

In `curl_emissivity`, `key` is the formula for ∂ᵤAᵥ, `hH` is the symmetry of the second derivatives, and the last rewrite applies antisymmetry.

```lean
/-- The curl of the emissivity is Brouwer's curvature:
`∂ᵤAᵥ - ∂ᵥAᵤ = 2 Im Tr(P ∂ᵥS ∂ᵤS†)` for Hermitian `P` and `C²` scattering matrix `S`. -/
theorem curl_emissivity {P : Matrix n n ℂ} (hP : P.IsHermitian) {S : E → Matrix n n ℂ}
    (hS : ∀ i j, ContDiff ℝ 2 (fun y => S y i j)) (x u v : E) :
    lineDeriv ℝ (fun y => emissivity P S y v) x u
      - lineDeriv ℝ (fun y => emissivity P S y u) x v = brouwerCurvature P S x u v := by
  let H : E → E → Matrix n n ℂ := fun a b =>
    Matrix.of fun i j => fderiv ℝ (fderiv ℝ (fun y => S y i j)) x a b
  have key : ∀ a b : E, lineDeriv ℝ (fun y => emissivity P S y b) x a
      = (trace (P * H a b * (S x)ᴴ)).im
        + (trace (P * dirDeriv S x b * (dirDeriv S x a)ᴴ)).im := by
    intro a b
    have h := (hasDerivAt_im_trace P (M := fun s : ℝ => dirDeriv S (x + s • a) b)
      (N := fun s : ℝ => S (x + s • a)) (M' := H a b) (N' := dirDeriv S x a) (t := 0)
      (fun i j => hasDerivAt_lineDeriv (hS i j) x a b)
      (fun i j => ((hS i j).differentiable (by norm_num) x).lineDifferentiableAt.hasLineDerivAt)).deriv
    simp only [zero_smul, add_zero] at h
    exact h
  -- mixed second derivatives agree and cancel in the curl
  have hH : H u v = H v u := by
    ext i j
    exact ((hS i j).contDiffAt.isSymmSndFDerivAt (by simp)).eq u v
  rw [key u v, key v u, hH, im_trace_antisymm hP (dirDeriv S x u) (dirDeriv S x v),
    brouwerCurvature]
  ring
```

If the mixed derivatives exist but differ, an extra term can survive. Let S = exp(if) and P = 1, with f = x₁x₂(x₁²−x₂²)/(x₁²+x₂²) and f(0,0) = 0. At the origin the curl is 2, while the curvature is 0.

Unitarity of S is not assumed. In the smallest non-empty case, one channel with S = exp(iα), P = 1 and α a C² real function of the parameters, Aᵥ = ∂ᵥα and the curvature vanishes.

## One real parameter, driven smoothly and returning to its start

Now let S depend on one real number, with S and the drive X(t) continuously differentiable, and let X have period T. The matrix P may be arbitrary. Write S′ for the derivative of S and A(x) = Im Tr(P S′(x) S(x)†). The chain rule gives dS/dt = S′(X(t)) X′(t), and the real factor X′(t) comes out of the imaginary part:

Im Tr(P (dS/dt) S†) = A(X(t)) X′(t).

Substituting x = X(t) over a period starting at time a,

∫ₐ^{a+T} A(X(t)) X′(t) dt = ∫_{X(a)}^{X(a+T)} A(x) dx = 0,

because X(a+T) = X(a).

The code writes the time derivative as the directional derivative of t ↦ S(X(t)) along 1. `emissivity_comp` is the chain rule, valid for any number of parameters.

```lean
/-- If the drive `X` is differentiable at `t` and `S` is differentiable at `X(t)`, then `Im Tr(P
(dS/dt) S†)` is the emissivity in the direction of the parameter velocity. -/
theorem emissivity_comp (P : Matrix n n ℂ) {S : E → Matrix n n ℂ} {X : ℝ → E} {t : ℝ}
    (hS : ∀ i j, DifferentiableAt ℝ (fun y => S y i j) (X t)) (hX : DifferentiableAt ℝ X t) :
    emissivity P (fun s => S (X s)) t 1 = emissivity P S (X t) (deriv X t) := by
  have h : dirDeriv (fun s => S (X s)) t 1 = dirDeriv S (X t) (deriv X t) := by
    ext i j
    have h1 := (hS i j).hasFDerivAt.comp_hasDerivAt t hX.hasDerivAt
    change lineDeriv ℝ (fun s => S (X s) i j) t 1
      = lineDeriv ℝ (fun y => S y i j) (X t) (deriv X t)
    rw [(hS i j).lineDeriv_eq_fderiv]
    exact (h1.hasFDerivAt.hasLineDerivAt 1).lineDeriv.trans (by simp)
  simp only [emissivity, h]
```

In `single_parameter_no_pumping`, `hA` supplies the continuity of A, `hI` puts the integrand in the form above, and the closing rewrite substitutes and uses periodicity.

```lean
/-- For a `C¹` matrix function `S` of one real parameter and a `C¹` periodic drive `X(t)`, the
integral of `Im Tr(P (dS/dt) S†)` over one period vanishes. -/
theorem single_parameter_no_pumping (P : Matrix n n ℂ) {S : ℝ → Matrix n n ℂ}
    (hS : ∀ i j, ContDiff ℝ 1 (fun y => S y i j)) {X : ℝ → ℝ} (hX : ContDiff ℝ 1 X)
    {T : ℝ} (hT : Function.Periodic X T) (a : ℝ) :
    ∫ t in a..(a + T), emissivity P (fun s => S (X s)) t 1 = 0 := by
  have hSd : ∀ i j, Differentiable ℝ (fun y => S y i j) :=
    fun i j => (hS i j).differentiable (by simp)
  have hXd : Differentiable ℝ X := hX.differentiable (by simp)
  have hA : Continuous fun x => emissivity P S x 1 := by
    have h1 : Continuous fun x => dirDeriv S x 1 := by
      refine continuous_matrix fun i j => ?_
      have e : (fun x => dirDeriv S x 1 i j) = fun x => fderiv ℝ (fun y => S y i j) x 1 :=
        funext fun x => (hSd i j x).lineDeriv_eq_fderiv
      rw [e]
      exact ((hS i j).continuous_fderiv (by simp)).clm_apply continuous_const
    have h2 : Continuous S := continuous_matrix fun i j => (hS i j).continuous
    exact Complex.continuous_im.comp
      ((continuous_const.matrix_mul h1).matrix_mul h2.matrix_conjTranspose).matrix_trace
  -- the integrand is A(X(t)) X'(t)
  have hI : ∀ t, emissivity P (fun s => S (X s)) t 1
      = ((fun x => emissivity P S x 1) ∘ X) t * deriv X t := by
    intro t
    have h : dirDeriv S (X t) (deriv X t) = deriv X t • dirDeriv S (X t) 1 := by
      ext i j
      change lineDeriv ℝ (fun y => S y i j) (X t) (deriv X t)
        = deriv X t • lineDeriv ℝ (fun y => S y i j) (X t) 1
      rw [← lineDeriv_smul, smul_eq_mul, mul_one]
    rw [emissivity_comp P (fun i j => hSd i j (X t)) (hXd t)]
    simp only [emissivity, h, Function.comp_apply, Matrix.mul_smul, Matrix.smul_mul,
      Matrix.trace_smul, Complex.smul_im, smul_eq_mul]
    ring
  simp_rw [hI]
  rw [intervalIntegral.integral_comp_mul_deriv (fun t _ => (hXd t).hasDerivAt)
    (hX.continuous_deriv (by simp)).continuousOn hA, hT a, intervalIntegral.integral_same]
```

Both conditions on the drive matter, as S = exp(ix) with P = 1 shows, since then A = 1:

- **Periodicity of X.** For X(t) = t the scattering matrix repeats after 2π, but the integral is 2π. The parameter itself must return, so an angle that winds around a circle is not covered.
- **Smoothness of the drive.** A sawtooth rising from 0 to 1 and resetting instantly gives 1 per period, because the pointwise derivative misses the reset.

If the pumped charge is computed by integrating this emissivity, with S continuously differentiable, a non-zero result for a single smooth periodic gate therefore signals an error in the calculation.

## Two parameters: a unitary scatterer with curvature −sin 2θ

With two parameters the curvature need not vanish, even when S is unitary. The example has a mixing angle θ and a reflection phase φ, and P projects on the first channel.

```lean
/-- A two-channel scatterer with mixing angle `x.1` and reflection phase `x.2`. -/
def scatterer (x : ℝ × ℝ) : Matrix (Fin 2) (Fin 2) ℂ :=
  !![(Real.cos x.1 : ℂ) * Complex.exp (x.2 * Complex.I), Complex.I * (Real.sin x.1 : ℂ);
    Complex.I * (Real.sin x.1 : ℂ), (Real.cos x.1 : ℂ) * Complex.exp (-(x.2 * Complex.I))]

/-- The two-channel scatterer is unitary. -/
theorem scatterer_unitary (x : ℝ × ℝ) : scatterer x * (scatterer x)ᴴ = 1 := by
  have hab : Complex.exp (x.2 * Complex.I) * Complex.exp (-(x.2 * Complex.I)) = 1 := by
    rw [← Complex.exp_add, add_neg_cancel, Complex.exp_zero]
  have hcs : (Real.cos x.1 : ℂ) ^ 2 + (Real.sin x.1 : ℂ) ^ 2 = 1 := by
    exact_mod_cast Real.cos_sq_add_sin_sq x.1
  ext i j
  fin_cases i <;> fin_cases j <;>
    simp [scatterer, Matrix.mul_apply, Fin.sum_univ_two, ← Complex.exp_conj,
      -Complex.ofReal_cos, -Complex.ofReal_sin]
  · linear_combination (Real.cos x.1 : ℂ) ^ 2 * hab + hcs
      - (Real.sin x.1 : ℂ) ^ 2 * Complex.I_sq
  · ring
  · ring
  · linear_combination (Real.cos x.1 : ℂ) ^ 2 * hab + hcs
      - (Real.sin x.1 : ℂ) ^ 2 * Complex.I_sq
```

The first row of S is (cos θ e^{iφ}, i sin θ), which gives

A_θ = 0, A_φ = cos²θ

∂_θA_φ − ∂_φA_θ = −sin 2θ.

At θ = π/4, φ = 0, the first row of ∂_θS is (−1, i)/√2 and that of ∂_φS is (i, 0)/√2. Hence Tr(P ∂_φS ∂_θS†) = −i/2, and the curvature is −1, in agreement with −sin(π/2).

The proof computes the required first-row derivatives in `h1`, `h2` and `h3`, then evaluates the trace in `ht`.

```lean
/-- With `P` the projector on the first channel, the curvature of the two-channel scatterer
in the mixing angle `θ` and the phase `φ` is `-sin 2θ`. -/
theorem scatterer_curvature (θ φ : ℝ) :
    brouwerCurvature !![1, 0; 0, 0] scatterer (θ, φ) (1, 0) (0, 1) = -Real.sin (2 * θ) := by
  have h1 : dirDeriv scatterer (θ, φ) (1, 0) 0 0
      = ((-Real.sin θ : ℝ) : ℂ) * Complex.exp (φ * Complex.I) := by
    have hr : HasDerivAt (fun t : ℝ => Real.cos (θ + t)) (-Real.sin θ) 0 := by
      simpa using ((hasDerivAt_id (0 : ℝ)).const_add θ).cos
    have e : (fun t : ℝ => scatterer ((θ, φ) + t • ((1, 0) : ℝ × ℝ)) 0 0)
        = fun t : ℝ => ((Real.cos (θ + t) : ℝ) : ℂ) * Complex.exp (φ * Complex.I) := by
      funext t
      simp [scatterer]
    change deriv (fun t : ℝ => scatterer ((θ, φ) + t • ((1, 0) : ℝ × ℝ)) 0 0) 0 = _
    rw [e]
    exact (hr.ofReal_comp.mul_const _).deriv
  have h2 : dirDeriv scatterer (θ, φ) (0, 1) 0 0
      = (Real.cos θ : ℂ) * (Complex.exp (φ * Complex.I) * Complex.I) := by
    have hl : HasDerivAt (fun t : ℝ => ((φ + t : ℝ) : ℂ)) 1 0 := by
      simpa using ((hasDerivAt_id (0 : ℝ)).const_add φ).ofReal_comp
    have hr : HasDerivAt (fun t : ℝ => Complex.exp (((φ + t : ℝ) : ℂ) * Complex.I))
        (Complex.exp (φ * Complex.I) * Complex.I) 0 := by
      simpa using (hl.mul_const Complex.I).cexp
    have e : (fun t : ℝ => scatterer ((θ, φ) + t • ((0, 1) : ℝ × ℝ)) 0 0)
        = fun t : ℝ => (Real.cos θ : ℂ) * Complex.exp (((φ + t : ℝ) : ℂ) * Complex.I) := by
      funext t
      simp [scatterer]
    change deriv (fun t : ℝ => scatterer ((θ, φ) + t • ((0, 1) : ℝ × ℝ)) 0 0) 0 = _
    rw [e]
    exact (hr.const_mul _).deriv
  have h3 : dirDeriv scatterer (θ, φ) (0, 1) 0 1 = 0 := by
    have e : (fun t : ℝ => scatterer ((θ, φ) + t • ((0, 1) : ℝ × ℝ)) 0 1)
        = fun _ : ℝ => Complex.I * (Real.sin θ : ℂ) := by
      funext t
      simp [scatterer]
    change deriv (fun t : ℝ => scatterer ((θ, φ) + t • ((0, 1) : ℝ × ℝ)) 0 1) 0 = _
    rw [e]
    exact (hasDerivAt_const _ _).deriv
  -- only the first row of the derivatives contributes
  have ht : trace (!![1, 0; 0, 0] * dirDeriv scatterer (θ, φ) (0, 1)
      * (dirDeriv scatterer (θ, φ) (1, 0))ᴴ)
      = ((-(Real.sin θ * Real.cos θ) : ℝ) : ℂ) * Complex.I := by
    have hab : Complex.exp (φ * Complex.I) * star (Complex.exp (φ * Complex.I)) = 1 := by
      change _ * (starRingEnd ℂ) _ = 1
      rw [Complex.mul_conj, Complex.normSq_eq_norm_sq, Complex.norm_exp_ofReal_mul_I]
      simp
    have hs : star ((-Real.sin θ : ℝ) : ℂ) = ((-Real.sin θ : ℝ) : ℂ) := Complex.conj_ofReal _
    simp only [Matrix.trace_fin_two, Matrix.mul_apply, Fin.sum_univ_two,
      Matrix.conjTranspose_apply, h1, h2, h3, star_mul', hs, Matrix.of_apply,
      Matrix.cons_val_zero, Matrix.cons_val_one, Matrix.cons_val', Matrix.cons_val_fin_one]
    push_cast
    linear_combination (-(Complex.sin θ * Complex.cos θ) * Complex.I) * hab
  rw [brouwerCurvature, ht, Complex.im_ofReal_mul,
    Complex.I_im, Real.sin_two_mul]
  ring

end

end BrouwerPumping
```

```lean
#print axioms BrouwerPumping.curl_emissivity
-- 'BrouwerPumping.curl_emissivity' depends on axioms: [propext, Classical.choice, Quot.sound]
#print axioms BrouwerPumping.single_parameter_no_pumping
-- 'BrouwerPumping.single_parameter_no_pumping' depends on axioms: [propext, Classical.choice, Quot.sound]
#print axioms BrouwerPumping.scatterer_unitary
-- 'BrouwerPumping.scatterer_unitary' depends on axioms: [propext, Classical.choice, Quot.sound]
#print axioms BrouwerPumping.scatterer_curvature
-- 'BrouwerPumping.scatterer_curvature' depends on axioms: [propext, Classical.choice, Quot.sound]
```
